# Rank-one update of the Blöchl separable operator for one added partial wave

When a separable pseudopotential with one partial wave in a channel reproduces the scattering of the semilocal potential poorly, a second wave can be added, and the operator already built can be corrected instead of rebuilt. The problems below derive that correction for a finite orthonormal basis and one fixed Hermitian potential dV acting on all waves: the semilocal potential of the channel minus the local potential. The matrix of dV between the waves must be invertible both before and after the wave is added. Constructions that give each reference energy its own potential are not covered.

## Waves, potential and residual

The index types `n`, `m` and `k` label basis functions, old waves and new waves. Waves are the columns of complex matrices: Φ holds the old ones, F the new ones.

```lean
import Mathlib

open Matrix

namespace BloechlEnlargement

noncomputable section

variable {n m k : Type*} [Fintype n] [Fintype m] [DecidableEq m] [Fintype k] [DecidableEq k]
```

The matrix of dV between the waves is

M(Φ) = Φᴴ dV Φ.

Lean calls it `overlap`; it is not the overlap ⟨φᵢ, φⱼ⟩ of the waves themselves.

```lean
/-- The matrix `M = Φᴴ dV Φ` of the potential `dV` between the partial waves, which are the
columns of `Φ`. -/
def overlap (dV : Matrix n n ℂ) (Φ : Matrix n m ℂ) : Matrix m m ℂ :=
  Φᴴ * (dV * Φ)
```

The Blöchl operator is

V_B(Φ) = dV Φ M(Φ)⁻¹ Φᴴ dV.

It exists when M(Φ) is invertible, written in Lean as `IsUnit (overlap dV Φ).det`.

```lean
/-- The Blöchl separable operator `dV Φ M⁻¹ Φᴴ dV`, meant for invertible `M = Φᴴ dV Φ`. -/
def bloechl (dV : Matrix n n ℂ) (Φ : Matrix n m ℂ) : Matrix n n ℂ :=
  dV * Φ * (overlap dV Φ)⁻¹ * (Φᴴ * dV)
```

The residual of a block F is

G = F − Φ M(Φ)⁻¹ Φᴴ dV F.

```lean
/-- The residual `F - Φ M⁻¹ Φᴴ dV F` of a block `F` of new partial waves, meant for
invertible `M = Φᴴ dV Φ`. -/
def residual (dV : Matrix n n ℂ) (Φ : Matrix n m ℂ) (F : Matrix n k ℂ) : Matrix n k ℂ :=
  F - Φ * ((overlap dV Φ)⁻¹ * (Φᴴ * (dV * F)))
```

For a single wave f, the same expression gives a vector g.

```lean
/-- The residual `g = f - Φ M⁻¹ Φᴴ dV f` of a single new partial wave `f`, meant for
invertible `M = Φᴴ dV Φ`. -/
def residualVec (dV : Matrix n n ℂ) (Φ : Matrix n m ℂ) (f : n → ℂ) : n → ℂ :=
  f - Φ *ᵥ ((overlap dV Φ)⁻¹ *ᵥ (Φᴴ *ᵥ (dV *ᵥ f)))
```

## Recombining the old waves

**(a)** For invertible M(Φ), show that V_B acts on its own waves as dV does:

V_B(Φ) Φ = dV Φ.

*Solution.* The last factors combine to M(Φ):

V_B(Φ) Φ = dV Φ M(Φ)⁻¹ (Φᴴ dV Φ) = dV Φ.

```lean
/-- If `M` is invertible, the Blöchl operator acts on its own partial waves exactly as `dV`. -/
theorem bloechl_mul_self {dV : Matrix n n ℂ} {Φ : Matrix n m ℂ}
    (hM : IsUnit (overlap dV Φ).det) : bloechl dV Φ * Φ = dV * Φ := by
  have h : bloechl dV Φ * Φ = dV * Φ * ((overlap dV Φ)⁻¹ * overlap dV Φ) := by
    simp only [bloechl, overlap, Matrix.mul_assoc]
  rw [h, nonsing_inv_mul _ hM, Matrix.mul_one]
```

**(b)** Recombine the waves with a square matrix T and show

M(ΦT) = Tᴴ M(Φ) T.

*Solution.* Insert (ΦT)ᴴ = TᴴΦᴴ and regroup.

```lean
omit [DecidableEq m] in
/-- Under a recombination `T` of the partial waves, `M` becomes `Tᴴ M T`. -/
theorem overlap_mul (dV : Matrix n n ℂ) (Φ : Matrix n m ℂ) (T : Matrix m m ℂ) :
    overlap dV (Φ * T) = Tᴴ * overlap dV Φ * T := by
  simp only [overlap, conjTranspose_mul, Matrix.mul_assoc]
```

**(c)** For invertible T, show

V_B(ΦT) = V_B(Φ).

*Solution.* Invert the product in (b):

V_B(ΦT) = dV Φ (T T⁻¹) M(Φ)⁻¹ ((Tᴴ)⁻¹ Tᴴ) Φᴴ dV.

Both brackets are 1; the `calc` block displays this same regrouping. No hypothesis on M(Φ) appears because Lean sets the inverse of a singular matrix to zero, which makes both sides vanish.

```lean
/-- The Blöchl operator is unchanged by an invertible recombination of the partial waves. -/
theorem bloechl_mul_right (dV : Matrix n n ℂ) (Φ : Matrix n m ℂ) {T : Matrix m m ℂ}
    (hT : IsUnit T.det) : bloechl dV (Φ * T) = bloechl dV Φ := by
  have hT' : IsUnit Tᴴ.det := by
    rw [det_conjTranspose]
    exact hT.star
  unfold bloechl
  rw [overlap_mul, Matrix.mul_inv_rev, Matrix.mul_inv_rev, conjTranspose_mul]
  calc _ = dV * Φ * (T * T⁻¹) * (overlap dV Φ)⁻¹ * (Tᴴ⁻¹ * Tᴴ) * (Φᴴ * dV) := by
        simp only [Matrix.mul_assoc]
    _ = _ := by
        rw [mul_nonsing_inv _ hT, nonsing_inv_mul _ hT', Matrix.mul_one, Matrix.mul_one]
```

## Adding a block of waves

**(d)** For invertible M(Φ), show that dV does not couple the old waves to the residual:

Φᴴ dV G = 0.

*Solution.* Multiply the definition of G by Φᴴ dV:

Φᴴ dV G = Φᴴ dV F − M(Φ) M(Φ)⁻¹ Φᴴ dV F = 0.

```lean
omit [Fintype k] [DecidableEq k] in
/-- If `M` is invertible, `dV` has no matrix elements between the old partial waves and the
residual of the new ones. -/
theorem residual_orthogonal {dV : Matrix n n ℂ} {Φ : Matrix n m ℂ}
    (hM : IsUnit (overlap dV Φ).det) (F : Matrix n k ℂ) :
    Φᴴ * (dV * residual dV Φ F) = 0 := by
  have h : Φᴴ * (dV * (Φ * ((overlap dV Φ)⁻¹ * (Φᴴ * (dV * F))))) =
      overlap dV Φ * (overlap dV Φ)⁻¹ * (Φᴴ * (dV * F)) := by
    simp only [overlap, Matrix.mul_assoc]
  unfold residual
  rw [Matrix.mul_sub, Matrix.mul_sub, h, mul_nonsing_inv _ hM, Matrix.one_mul, sub_self]
```

**(e)** Write (Φ | G) for columns side by side, and let a semicolon start a new block row. For any G, show

(Φ | G)ᴴ = (Φᴴ ; Gᴴ).

*Solution.* Each column becomes a conjugated row, in the same order.

```lean
omit [Fintype n] [Fintype m] [DecidableEq m] [Fintype k] [DecidableEq k] in
private theorem conjTranspose_cols (Φ : Matrix n m ℂ) (G : Matrix n k ℂ) :
    (fromCols Φ G)ᴴ = fromRows Φᴴ Gᴴ := by
  ext (i | i) j <;> rfl
```

**(f)** Let dV be Hermitian and Φᴴ dV G = 0. Show

M(Φ | G) = (M(Φ), 0 ; 0, M(G)).

*Solution.* By (e), the off-diagonal blocks are Φᴴ dV G and Gᴴ dV Φ. The first vanishes by assumption, and the second is its adjoint because dVᴴ = dV.

```lean
omit [Fintype m] [DecidableEq m] [Fintype k] [DecidableEq k] in
private theorem overlap_cols {dV : Matrix n n ℂ} (hV : dV.IsHermitian) {Φ : Matrix n m ℂ}
    {G : Matrix n k ℂ} (h : Φᴴ * (dV * G) = 0) :
    overlap dV (fromCols Φ G) = fromBlocks (overlap dV Φ) 0 0 (overlap dV G) := by
  -- hermiticity turns one vanishing off-diagonal block into the other
  have h' : Gᴴ * (dV * Φ) = 0 := by
    have := congrArg conjTranspose h
    simpa [conjTranspose_mul, hV.eq, Matrix.mul_assoc] using this
  unfold overlap
  rw [conjTranspose_cols, mul_fromCols, fromRows_mul_fromCols, h, h']
```

**(g)** With G again the residual of F and C = M(Φ)⁻¹ Φᴴ dV F, show

(Φ | F) = (Φ | G) U, U = (1, C ; 0, 1).

*Solution.* The right side is (Φ | ΦC + G), and G = F − ΦC.

```lean
private theorem cols_eq (dV : Matrix n n ℂ) (Φ : Matrix n m ℂ) (F : Matrix n k ℂ) :
    fromCols Φ F = fromCols Φ (residual dV Φ F) *
      (fromBlocks 1 ((overlap dV Φ)⁻¹ * (Φᴴ * (dV * F))) 0 1 :
        Matrix (m ⊕ k) (m ⊕ k) ℂ) := by
  rw [fromCols_mul_fromBlocks]
  simp [residual]
```

**(h)** For Hermitian dV and invertible M(Φ), show

det M(Φ | F) = det M(Φ) · det M(G).

*Solution.* By (g) and (b), M(Φ | F) = Uᴴ M(Φ | G) U. By (d), the residual G satisfies the assumption of (f), so M(Φ | G) is block diagonal. Since det U = 1, only its determinant remains.

```lean
/-- For Hermitian `dV` and invertible `M`, the determinant of the enlarged overlap matrix is
that of `M` times that of the overlap matrix of the residual. -/
theorem det_overlap_enlarged {dV : Matrix n n ℂ} (hV : dV.IsHermitian) {Φ : Matrix n m ℂ}
    (hM : IsUnit (overlap dV Φ).det) (F : Matrix n k ℂ) :
    (overlap dV (fromCols Φ F)).det =
      (overlap dV Φ).det * (overlap dV (residual dV Φ F)).det := by
  rw [cols_eq dV Φ F, overlap_mul, det_mul, det_mul, det_conjTranspose,
    overlap_cols hV (residual_orthogonal hM F), det_fromBlocks_zero₂₁, det_fromBlocks_zero₂₁]
  simp
```

**(i)** If M(G) is invertible as well, show

V_B(Φ | F) = V_B(Φ) + V_B(G).

*Solution.* U is invertible, so (c) allows F to be replaced by G. The matrix in (f) is inverted block by block, and the product splits:

V_B(Φ | G) = dV Φ M(Φ)⁻¹ Φᴴ dV + dV G M(G)⁻¹ Gᴴ dV.

Lean confirms the block inverse by multiplying it out (`inv_eq_right_inv`).

```lean
/-- For Hermitian `dV`, if the overlap matrices of `Φ` and of the residual of `F` are
invertible, the Blöchl operator of `Φ` enlarged by the block `F` is the sum of the Blöchl
operators of `Φ` and of the residual. -/
theorem bloechl_enlarged_block {dV : Matrix n n ℂ} (hV : dV.IsHermitian) {Φ : Matrix n m ℂ}
    (hM : IsUnit (overlap dV Φ).det) (F : Matrix n k ℂ)
    (hG : IsUnit (overlap dV (residual dV Φ F)).det) :
    bloechl dV (fromCols Φ F) = bloechl dV Φ + bloechl dV (residual dV Φ F) := by
  -- replace the new waves by their residual, a unit triangular recombination
  rw [cols_eq dV Φ F, bloechl_mul_right _ _ (by rw [det_fromBlocks_zero₂₁]; simp)]
  have horth := residual_orthogonal hM F
  generalize residual dV Φ F = G at hG horth ⊢
  -- the overlap matrix is now inverted block by block
  have hinv : (overlap dV (fromCols Φ G))⁻¹ =
      fromBlocks (overlap dV Φ)⁻¹ 0 0 (overlap dV G)⁻¹ := by
    apply inv_eq_right_inv
    rw [overlap_cols hV horth, fromBlocks_multiply, mul_nonsing_inv _ hM,
      mul_nonsing_inv _ hG]
    simp
  unfold bloechl
  rw [hinv, conjTranspose_cols, mul_fromCols, fromCols_mul_fromBlocks, fromRows_mul,
    fromCols_mul_fromRows]
  simp
```

## Adding one wave

Let [g] be the vector g as a one-column matrix, `replicateCol Unit g`, and ⟨a, b⟩ = Σᵢ aᵢ* bᵢ, written `star a ⬝ᵥ b`.

**(j)** For any vector g, show that M([g]) is the 1×1 matrix

M([g]) = (⟨g, dV g⟩).

*Solution.* Its only entry is gᴴ dV g.

```lean
private theorem overlap_col (dV : Matrix n n ℂ) (g : n → ℂ) :
    overlap dV (replicateCol Unit g) = Matrix.of fun _ _ => star g ⬝ᵥ (dV *ᵥ g) := by
  ext i j
  rfl
```

**(k)** Show that the block and vector residuals agree. For F = [f],

G = [g], g = f − Φ M(Φ)⁻¹ Φᴴ dV f.

*Solution.* A matrix acts on a single column as it does on the vector.

```lean
private theorem residual_col (dV : Matrix n n ℂ) (Φ : Matrix n m ℂ) (f : n → ℂ) :
    residual dV Φ (replicateCol Unit f) = replicateCol Unit (residualVec dV Φ f) := by
  ext i j
  rfl
```

**(l)** For Hermitian dV and any g with ⟨g, dV g⟩ ≠ 0, show

V_B([g]) = (dV g)(dV g)ᴴ / ⟨g, dV g⟩.

*Solution.* The inverse of the 1×1 matrix in (j) is a reciprocal, and hermiticity gives gᴴ dV = (dV g)ᴴ. In Lean, `vecMulVec` forms the outer product.

```lean
/-- For Hermitian `dV` and a single wave `g` with `⟨g, dV g⟩ ≠ 0`, the Blöchl operator is
`(dV g)(dV g)ᴴ / ⟨g, dV g⟩`. -/
theorem bloechl_single {dV : Matrix n n ℂ} (hV : dV.IsHermitian) {g : n → ℂ}
    (hg : star g ⬝ᵥ (dV *ᵥ g) ≠ 0) :
    bloechl dV (replicateCol Unit g) =
      (star g ⬝ᵥ (dV *ᵥ g))⁻¹ • vecMulVec (dV *ᵥ g) (star (dV *ᵥ g)) := by
  have hinv : (overlap dV (replicateCol Unit g))⁻¹ =
      Matrix.of fun _ _ => (star g ⬝ᵥ (dV *ᵥ g))⁻¹ := by
    apply inv_eq_right_inv
    rw [overlap_col]
    ext i j
    simp [Matrix.mul_apply, hg]
  have hrow : (replicateCol Unit g)ᴴ * dV = (dV * replicateCol Unit g)ᴴ := by
    rw [conjTranspose_mul, hV.eq]
  have hcol : dV * replicateCol Unit g = replicateCol Unit (dV *ᵥ g) := by
    ext i j
    rfl
  unfold bloechl
  rw [hinv, hrow, hcol]
  ext i j
  simp [Matrix.mul_apply, vecMulVec_apply]
  ring
```

**(m)** Show

det M([g]) = ⟨g, dV g⟩.

*Solution.* A 1×1 determinant is its entry.

```lean
private theorem det_overlap_col (dV : Matrix n n ℂ) (g : n → ℂ) :
    (overlap dV (replicateCol Unit g)).det = star g ⬝ᵥ (dV *ᵥ g) :=
  (det_unique _).trans rfl
```

**(n)** Let dV be Hermitian, M(Φ) invertible and g the residual of f. Show

M(Φ | f) is invertible ⇔ ⟨g, dV g⟩ ≠ 0.

*Solution.* By (h), (k) and (m), det M(Φ | f) = det M(Φ) · ⟨g, dV g⟩, and the first factor is nonzero.

```lean
/-- For Hermitian `dV` and invertible `M`, the overlap matrix of `Φ` enlarged by `f` is
invertible exactly when the residual `g` of `f` has `⟨g, dV g⟩ ≠ 0`. -/
theorem enlarged_invertible_iff {dV : Matrix n n ℂ} (hV : dV.IsHermitian) {Φ : Matrix n m ℂ}
    (hM : IsUnit (overlap dV Φ).det) (f : n → ℂ) :
    IsUnit (overlap dV (fromCols Φ (replicateCol Unit f))).det ↔
      star (residualVec dV Φ f) ⬝ᵥ (dV *ᵥ residualVec dV Φ f) ≠ 0 := by
  rw [det_overlap_enlarged hV hM, residual_col, det_overlap_col, IsUnit.mul_iff]
  exact ⟨fun h => h.2.ne_zero, fun h => ⟨hM, isUnit_iff_ne_zero.mpr h⟩⟩
```

**(o)** Under the conditions of (n), with ⟨g, dV g⟩ ≠ 0, show that the enlarged operator exists and

V_B(Φ | f) = V_B(Φ) + (dV g)(dV g)ᴴ / ⟨g, dV g⟩.

*Solution.* Existence is (n). Put F = [f] in (i) and evaluate the second term with (k) and (l). The Lean conclusion joins the two statements with `∧`.

```lean
/-- Let `dV` be Hermitian, `M` invertible and `⟨g, dV g⟩ ≠ 0` for the residual `g` of `f`.
Then the overlap matrix of `Φ` enlarged by `f` is invertible, and the enlarged Blöchl operator
is the old one plus `(dV g)(dV g)ᴴ / ⟨g, dV g⟩`. -/
theorem bloechl_enlarged {dV : Matrix n n ℂ} (hV : dV.IsHermitian) {Φ : Matrix n m ℂ}
    (hM : IsUnit (overlap dV Φ).det) (f : n → ℂ)
    (hg : star (residualVec dV Φ f) ⬝ᵥ (dV *ᵥ residualVec dV Φ f) ≠ 0) :
    IsUnit (overlap dV (fromCols Φ (replicateCol Unit f))).det ∧
    bloechl dV (fromCols Φ (replicateCol Unit f)) = bloechl dV Φ +
      (star (residualVec dV Φ f) ⬝ᵥ (dV *ᵥ residualVec dV Φ f))⁻¹ •
        vecMulVec (dV *ᵥ residualVec dV Φ f) (star (dV *ᵥ residualVec dV Φ f)) := by
  refine ⟨(enlarged_invertible_iff hV hM f).mpr hg, ?_⟩
  have hG : IsUnit (overlap dV (residual dV Φ (replicateCol Unit f))).det := by
    rw [residual_col, overlap_col, det_unique]
    exact isUnit_iff_ne_zero.mpr hg
  rw [bloechl_enlarged_block hV hM _ hG, residual_col, bloechl_single hV hg]

end

end BloechlEnlargement
```

```lean
#print axioms BloechlEnlargement.bloechl_mul_self
-- 'BloechlEnlargement.bloechl_mul_self' depends on axioms: [propext, Classical.choice, Quot.sound]
#print axioms BloechlEnlargement.bloechl_enlarged
-- 'BloechlEnlargement.bloechl_enlarged' depends on axioms: [propext, Classical.choice, Quot.sound]
```

## The update in a code

With the waves Φ, the projectors dV Φ and a factorisation of M(Φ) stored, a program can compute

c = M(Φ)⁻¹ (dV Φ)ᴴ f, g = f − Φc, dV g = dV f − (dV Φ)c.

It then appends dV g as a new projector with coefficient 1/⟨g, dV g⟩. If g or ⟨g, dV g⟩ is small because larger terms cancel, its relative rounding error can be large and passes into the correction.

## Two basis functions

Take dV = (1, 1 ; 1, 0), Φ = (1, 0)ᵀ and f = (0, 1)ᵀ. Then M(Φ) = 1 and

V_B(Φ) = (1, 1 ; 1, 1), g = (−1, 1)ᵀ, dV g = (0, −1)ᵀ, ⟨g, dV g⟩ = −1.

The correction is (0, 0 ; 0, −1), so

V_B(Φ | f) = (1, 1 ; 1, 0) = dV,

as (a) requires once the waves span the space. Here ⟨f, dV f⟩ = 0, yet the enlargement works: the test applies to g, not to f.
